# Finitely many Gaussians $e^{-a x^2}$ with distinct exponents are linearly independent

For real exponents $a_0,\dots,a_{n-1}$ the functions $g_{a_i}(x)=e^{-a_i x^2}$ on the real line are linearly independent over $\mathbb{R}$ if and only if the exponents are pairwise distinct, whatever their signs. Independence also holds for primitives with pairwise distinct exponents in a real normed space that share one centre and one positively homogeneous prefactor, provided the prefactor is nonzero at some nonzero vector. For positive distinct exponents on the line, the overlap matrix $S$ satisfies $c^{\mathsf T}Sc>0$ for every nonzero coefficient vector $c$. In electronic-structure work with Gaussian basis sets an orbital is expanded in such primitives, and for a single centre, a single angular factor and pairwise distinct exponents the result says that none of them is an exact combination of the others.

## The functions and the overlap matrix

The number $n$ of primitives is any natural number, and the index $i$ runs over `Fin n`, that is $0,\dots,n-1$. A family of exponents or coefficients is a function `Fin n → ℝ`, and "pairwise distinct" is `Function.Injective`.

```lean
import Mathlib

open Real MeasureTheory Matrix

namespace GaussianIndependence

noncomputable section

variable {n : ℕ}
```

The primitive $g_a(x)$ is `gaussian a x`. Lengths are measured in a fixed unit, so $a$ is an inverse squared length in that unit. No normalisation factor is included.

```lean
/-- The Gaussian primitive `exp(-a x²)` on the real line. -/
def gaussian (a x : ℝ) : ℝ := exp (-a * x ^ 2)
```

For coefficients $c_i$ the combination $f(x)=\sum_i c_i\,g_{a_i}(x)$ is `contraction c a x`.

```lean
/-- The linear combination `∑ cᵢ exp(-aᵢ x²)` of concentric primitives. -/
def contraction (c a : Fin n → ℝ) (x : ℝ) : ℝ := ∑ i, c i * gaussian (a i) x
```

In a space $E$ with norm $\|\cdot\|$, a primitive with centre $R$ and prefactor $Y:E\to\mathbb{R}$ is $\chi_a(r)=Y(r-R)\,e^{-a\|r-R\|^2}$.

```lean
/-- The primitive `Y(r - R) exp(-a ‖r - R‖²)` with centre `R` and prefactor `Y`. -/
def primitive {E : Type*} [NormedAddCommGroup E] (Y : E → ℝ) (R : E) (a : ℝ) (r : E) : ℝ :=
  Y (r - R) * exp (-a * ‖r - R‖ ^ 2)
```

The overlap matrix has entries $S_{ij}=\int_{\mathbb{R}} g_{a_i}g_{a_j}\,dx$ with Lebesgue measure. Lean assigns the value $0$ to the integral of a non-integrable function, so `overlap a` is the physical overlap only where $a_i+a_j>0$, and parts (f) and (g) state integrability alongside the value.

```lean
/-- The overlap matrix `Sᵢⱼ = ∫ exp(-aᵢ x²) exp(-aⱼ x²) dx`. -/
def overlap (a : Fin n → ℝ) : Matrix (Fin n) (Fin n) ℝ :=
  Matrix.of fun i j => ∫ x, gaussian (a i) x * gaussian (a j) x
```

## (a) Sums of exponentials at integer arguments

> Let $b_0,\dots,b_{n-1}$ be pairwise distinct reals. Show that if $\sum_i c_i e^{-b_i k}=0$ for $k=0,\dots,n-1$, then every $c_i$ is zero.

Put $q_i=e^{-b_i}$. The exponential is strictly increasing, so the $q_i$ are pairwise distinct, and $e^{-b_ik}=q_i^{\,k}$. The hypothesis is the Vandermonde system $\sum_i c_i q_i^{\,k}=0$ for $k=0,\dots,n-1$. Fix an index $j$ and expand the polynomial
$$P_j(z)=\prod_{i\ne j}(z-q_i)=\sum_{k=0}^{n-1}p_k z^k .$$
Multiply equation $k$ by $p_k$ and add:
$$0=\sum_k p_k\sum_i c_i q_i^{\,k}=\sum_i c_i P_j(q_i)=c_j P_j(q_j),$$
because $P_j(q_i)=0$ for $i\neq j$. Since $P_j(q_j)$ is a product of nonzero differences, $c_j=0$. For $n=1$ the product is empty, $P_0=1$, and the single equation reads $c_0=0$; for $n=0$ there is no coefficient to determine.

In Lean, `hf` is the distinctness of the $q_i$. The linear algebra is taken from Mathlib as `Matrix.eq_zero_of_forall_pow_sum_mul_pow_eq_zero`, and `Real.exp_nat_mul` turns $q_i^{\,k}$ into $e^{-b_ik}$ term by term.

```lean
/-- A sum of `n` exponentials `cᵢ exp(-bᵢ k)` with distinct rates that vanishes for
`k = 0, …, n - 1` has all coefficients zero. -/
theorem expSum_coeff_eq_zero (b : Fin n → ℝ) (hb : Function.Injective b) (c : Fin n → ℝ)
    (h : ∀ k : Fin n, ∑ i, c i * exp (-b i * ((k : ℕ) : ℝ)) = 0) : c = 0 := by
  -- a Vandermonde system in the distinct numbers exp(-bᵢ)
  have hf : Function.Injective fun i => exp (-b i) := fun i j hij =>
    hb (neg_injective (Real.exp_injective hij))
  refine Matrix.eq_zero_of_forall_pow_sum_mul_pow_eq_zero hf fun k => ?_
  refine Eq.trans (Finset.sum_congr rfl fun i _ => ?_) (h k)
  show c i * exp (-b i) ^ (k : ℕ) = _
  rw [← Real.exp_nat_mul, mul_comm ((k : ℕ) : ℝ)]
```

## (b) A combination that vanishes at $n$ points

> Let the $a_i$ be pairwise distinct. Show that if $f(\sqrt{k})=0$ for $k=0,\dots,n-1$, then $c=0$.

At $x=\sqrt{k}$ we have $x^2=k$, so
$$0=f(\sqrt{k})=\sum_i c_i e^{-a_i k},$$
which is the hypothesis of (a) with $b_i=a_i$. Hence $c=0$.

The hypothesis `h` concerns only these $n$ points and says nothing about $f$ elsewhere. The proof records $(\sqrt{k})^2=k$ as `hk`, unfolds the definitions and applies `expSum_coeff_eq_zero`.

```lean
/-- A combination of `n` Gaussians with distinct exponents that vanishes at the `n` points
`√0, √1, …, √(n - 1)` has all coefficients zero. -/
theorem coeff_eq_zero_of_samples (a : Fin n → ℝ) (ha : Function.Injective a) (c : Fin n → ℝ)
    (h : ∀ k : Fin n, contraction c a (√((k : ℕ) : ℝ)) = 0) : c = 0 := by
  refine expSum_coeff_eq_zero a ha c fun k => ?_
  have hk : (√((k : ℕ) : ℝ)) ^ 2 = ((k : ℕ) : ℝ) := Real.sq_sqrt (Nat.cast_nonneg _)
  simpa only [contraction, gaussian, hk] using h k
```

## (c) Independence on the line

> Show that $g_{a_0},\dots,g_{a_{n-1}}$ are linearly independent over $\mathbb{R}$ if and only if the exponents are pairwise distinct.

Suppose the exponents are distinct and $\sum_i c_i g_{a_i}$ is the zero function. It vanishes in particular at the points $\sqrt{k}$, and (b) gives $c=0$. Conversely, suppose $a_i=a_j$ for some $i\neq j$. Then $g_{a_i}-g_{a_j}=0$ is a relation with coefficients $+1$ and $-1$, so the family is dependent.

The expression `fun i => gaussian (a i)` is a family of vectors in the real vector space of all functions $\mathbb{R}\to\mathbb{R}$, with pointwise operations and pointwise equality. No integral enters, and zero or negative exponents are allowed, although such functions are not square integrable. The first branch of the proof uses `h.injective`, the fact that an independent family has no repeated member. In the second, `Fintype.linearIndependent_iff` produces coefficients `c` with a vanishing combination `hc`, and `congrFun` evaluates this at $\sqrt{k}$ for use in (b).

```lean
/-- The functions `x ↦ exp(-aᵢ x²)` on the real line are linearly independent over the reals
exactly when the exponents `aᵢ` are pairwise distinct. -/
theorem gaussian_linearIndependent_iff (a : Fin n → ℝ) :
    LinearIndependent ℝ (fun i => gaussian (a i)) ↔ Function.Injective a := by
  constructor
  · intro h i j hij
    apply h.injective
    show gaussian (a i) = gaussian (a j)
    rw [hij]
  · intro ha
    rw [Fintype.linearIndependent_iff]
    intro c hc i
    have hc0 : c = 0 := by
      refine coeff_eq_zero_of_samples a ha c fun k => ?_
      have h := congrFun hc (√((k : ℕ) : ℝ))
      simpa only [contraction, Finset.sum_apply, Pi.smul_apply, smul_eq_mul, Pi.zero_apply]
        using h
    rw [hc0, Pi.zero_apply]
```

## (d) A common centre and a common prefactor

> Let $E$ be a real normed space and $l$ a natural number, and let $Y(tr)=t^l\,Y(r)$ for all $t>0$ and all $r$. Let $u\neq0$ be a vector with $Y(u)\neq0$. Show that for pairwise distinct $a_i$ and any centre $R$ the functions $\chi_{a_i}$ are linearly independent.

Suppose $\sum_i c_i\chi_{a_i}=0$. For $k=0,\dots,n-1$ put $t=\sqrt{k+1}>0$ and evaluate at $r=R+tu$. Then $r-R=tu$, $\|tu\|^2=(k+1)\|u\|^2$ and $Y(tu)=t^l\,Y(u)$. With $b_i=a_i\|u\|^2$,
$$0=t^l\,Y(u)\sum_i c_i e^{-b_i(k+1)}=t^l\,Y(u)\sum_i\left(c_i e^{-b_i}\right)e^{-b_i k}.$$
The factor $t^l\,Y(u)$ is nonzero and is divided out. The $b_i$ are distinct because $\|u\|^2\neq0$. Part (a) applied to the coefficients $c_ie^{-b_i}$ gives $c_ie^{-b_i}=0$, and an exponential is never zero, so $c_i=0$. The sampling starts at $t=1$ because the scaling law is assumed only for $t>0$, and the centre is a node of the function whenever $l\ge1$.

The hypothesis `hY` stands for the angular part of a basis function: a Cartesian monomial of total degree $l$ in the displacement from the centre, or a real regular solid harmonic of degree $l$, scales as the $l$-th power of the distance along any ray from the centre. It is assumed, and neither continuity nor a polynomial form of $Y$ is required. The hypotheses `hu` and `hYu` give one direction off the nodal set. The norm is arbitrary and $E$ need not be finite dimensional; the physical case is Euclidean three-space. The theorem goes in one direction only and treats one $R$ and one $Y$ for the whole family, so families that mix centres or angular factors are not covered.

In the proof `hb` is the distinctness of the $b_i$, `hn` is the squared norm of the sample displacement, `hne` is the nonzero common factor, and `he` splits $-b_j(k+1)$ into $-b_j-b_jk$. The result of (a) is `key`, and the last line cancels the exponential.

```lean
/-- In a real normed space, primitives with a common centre, pairwise distinct exponents and a
common prefactor that is positively homogeneous of degree `l` and nonzero at some `u ≠ 0` are
linearly independent over the reals. -/
theorem primitive_linearIndependent {E : Type*} [NormedAddCommGroup E] [NormedSpace ℝ E]
    (Y : E → ℝ) (l : ℕ) (hY : ∀ t : ℝ, 0 < t → ∀ r, Y (t • r) = t ^ l * Y r)
    (u : E) (hu : u ≠ 0) (hYu : Y u ≠ 0) (R : E)
    (a : Fin n → ℝ) (ha : Function.Injective a) :
    LinearIndependent ℝ (fun i => primitive Y R (a i)) := by
  rw [Fintype.linearIndependent_iff]
  intro c hc i
  have hu2 : ‖u‖ ^ 2 ≠ 0 := pow_ne_zero 2 (norm_ne_zero_iff.mpr hu)
  have hb : Function.Injective fun i => a i * ‖u‖ ^ 2 := fun i j hij =>
    ha (mul_right_cancel₀ hu2 hij)
  have key : (fun i => c i * exp (-(a i * ‖u‖ ^ 2))) = 0 := by
    refine expSum_coeff_eq_zero _ hb _ fun k => ?_
    show ∑ i, c i * exp (-(a i * ‖u‖ ^ 2)) * exp (-(a i * ‖u‖ ^ 2) * ((k : ℕ) : ℝ)) = 0
    -- sample along the ray through u, at R + √(k+1) u
    obtain ⟨t, ht, ht2⟩ : ∃ t : ℝ, 0 < t ∧ t ^ 2 = ((k : ℕ) : ℝ) + 1 :=
      ⟨√(((k : ℕ) : ℝ) + 1), Real.sqrt_pos.mpr (by positivity), Real.sq_sqrt (by positivity)⟩
    have hn : ‖t • u‖ ^ 2 = (((k : ℕ) : ℝ) + 1) * ‖u‖ ^ 2 := by
      rw [norm_smul, mul_pow, Real.norm_eq_abs, sq_abs, ht2]
    have h := congrFun hc (R + t • u)
    simp only [primitive, Finset.sum_apply, Pi.smul_apply, smul_eq_mul, Pi.zero_apply,
      add_sub_cancel_left, hY t ht u, hn] at h
    -- the prefactor is a common nonzero number
    have hne : t ^ l * Y u ≠ 0 := mul_ne_zero (pow_ne_zero l ht.ne') hYu
    refine (mul_eq_zero.mp ?_).resolve_left hne
    rw [Finset.mul_sum]
    refine Eq.trans (Finset.sum_congr rfl fun j _ => ?_) h
    have he : -a j * ((((k : ℕ) : ℝ) + 1) * ‖u‖ ^ 2)
        = -(a j * ‖u‖ ^ 2) + -(a j * ‖u‖ ^ 2) * ((k : ℕ) : ℝ) := by ring
    rw [he, Real.exp_add]
    ring
  have hi : c i * exp (-(a i * ‖u‖ ^ 2)) = 0 := congrFun key i
  exact (mul_eq_zero.mp hi).resolve_right (Real.exp_ne_zero _)
```

## (e) The prefactor of a $p_z$ function

> In Euclidean three-space with $r=(x,y,z)$, check the conditions of (d) on $Y$ and $u$ for $Y(r)=z$, $l=1$, $u=(0,0,1)$.

The third component of $tr$ is $tz=t^1\,Y(r)$. The third component of $u$ is $Y(u)=1\neq0$, and a vector with a nonzero component is nonzero.

Components are numbered $0,1,2$, so `r 2` is $z$. The three conjuncts have the form of `hY`, `hu` and `hYu`, which makes (d) applicable to the functions $(z-R_z)\,e^{-a_i\|r-R\|^2}$, with $R_z$ the third component of $R$. The proof gets $u\neq0$ from `h2` as above.

```lean
/-- In three dimensions the prefactor `Y(r) = z` is positively homogeneous of degree one and is
nonzero at the nonzero vector `(0, 0, 1)`. -/
theorem primitive_linearIndependent_witness :
    (∀ t : ℝ, 0 < t → ∀ r : EuclideanSpace ℝ (Fin 3), (t • r) 2 = t ^ 1 * r 2) ∧
    (!₂[0, 0, 1] : EuclideanSpace ℝ (Fin 3)) ≠ 0 ∧
    (!₂[0, 0, 1] : EuclideanSpace ℝ (Fin 3)) 2 ≠ 0 := by
  have h2 : (!₂[0, 0, 1] : EuclideanSpace ℝ (Fin 3)) 2 ≠ 0 := by simp
  refine ⟨fun t _ r => by simp, fun h => h2 ?_, h2⟩
  rw [h]
  simp
```

## (f) The overlap of two concentric Gaussians

> For $a+b>0$ show that $g_ag_b$ is integrable and $\int g_a g_b\,dx=\sqrt{\pi/(a+b)}$.

With $p=a+b$ the exponents add: $g_a(x)g_b(x)=e^{-px^2}$. Call its integral $I$. In polar coordinates with radius $\rho$,
$$I^2=\iint e^{-p(x^2+y^2)}\,dx\,dy=2\pi\int_0^\infty \rho\,e^{-p\rho^2}\,d\rho=2\pi\cdot\frac{1}{2p}=\frac{\pi}{p}.$$
This is finite for $p>0$, the integrand is positive, and so $I=\sqrt{\pi/p}$. Taking $b=a>0$ gives $\int g_a^2\,dx=\sqrt{\pi/(2a)}$, so the normalised primitive is $(2a/\pi)^{1/4}g_a$.

Only the sum is constrained, by `hab`. Both functions sit at the origin, so this is the concentric case of the product rule for Gaussians, without a shifted centre. The product formula is `hprod`; integrability and the value come from Mathlib's `integrable_exp_neg_mul_sq` and `integral_gaussian`.

```lean
/-- For `a + b > 0` the product of two concentric Gaussians is integrable, with integral
`√(π / (a + b))`. -/
theorem overlap_integral (a b : ℝ) (hab : 0 < a + b) :
    Integrable (fun x => gaussian a x * gaussian b x) ∧
    ∫ x, gaussian a x * gaussian b x = √(π / (a + b)) := by
  -- the product is the Gaussian with the summed exponent
  have hprod : (fun x => gaussian a x * gaussian b x) = fun x : ℝ => exp (-(a + b) * x ^ 2) := by
    funext x
    unfold gaussian
    rw [← Real.exp_add]
    congr 1
    ring
  rw [hprod]
  exact ⟨integrable_exp_neg_mul_sq hab, integral_gaussian (a + b)⟩
```

## (g) The quadratic form of the overlap matrix

> For positive exponents and any $c$, show that $f^2$ is integrable and $\int f^2\,dx=c^{\mathsf T}Sc$.

Expand the square:
$$f(x)^2=\sum_i\sum_j c_ic_j\,g_{a_i}(x)g_{a_j}(x).$$
Since $a_i+a_j>0$, each term is integrable by (f), and a finite sum of integrable functions is integrable. Integrate term by term and take the constants out:
$$\int f^2\,dx=\sum_i\sum_j c_ic_j S_{ij}=c^{\mathsf T}Sc .$$

The hypothesis `hpos` says that every primitive decays and is square integrable. Distinctness is not needed here. The expression `c ⬝ᵥ overlap a *ᵥ c` is the dot product of $c$ with the vector $Sc$. The expansion is `hexp`, integrability of terms and rows is `hint` and `hrow`, and `hform` writes the matrix expression as the double sum. Two uses of `MeasureTheory.integral_finsetSum` exchange the integral with the sums, and `integral_const_mul` takes out $c_ic_j$.

```lean
/-- For positive exponents the square of a combination of Gaussians is integrable, and its
integral is the quadratic form `cᵀ S c` of the overlap matrix. -/
theorem overlap_quadratic_form (a : Fin n → ℝ) (hpos : ∀ i, 0 < a i) (c : Fin n → ℝ) :
    Integrable (fun x => contraction c a x * contraction c a x) ∧
    ∫ x, contraction c a x * contraction c a x = c ⬝ᵥ overlap a *ᵥ c := by
  have hexp : (fun x => contraction c a x * contraction c a x)
      = fun x => ∑ i, ∑ j, c i * c j * (gaussian (a i) x * gaussian (a j) x) := by
    funext x
    unfold contraction
    rw [Finset.sum_mul_sum]
    exact Finset.sum_congr rfl fun i _ => Finset.sum_congr rfl fun j _ => by ring
  have hint : ∀ i j, Integrable
      (fun x => c i * c j * (gaussian (a i) x * gaussian (a j) x)) := fun i j =>
    (overlap_integral (a i) (a j) (add_pos (hpos i) (hpos j))).1.const_mul _
  have hrow : ∀ i, Integrable
      (fun x => ∑ j, c i * c j * (gaussian (a i) x * gaussian (a j) x)) := fun i =>
    MeasureTheory.integrable_finsetSum _ fun j _ => hint i j
  rw [hexp]
  refine ⟨MeasureTheory.integrable_finsetSum _ fun i _ => hrow i, ?_⟩
  have hform : c ⬝ᵥ overlap a *ᵥ c = ∑ i, ∑ j, c i * c j * overlap a i j := by
    simp only [dotProduct, Matrix.mulVec, Finset.mul_sum]
    exact Finset.sum_congr rfl fun i _ => Finset.sum_congr rfl fun j _ => by ring
  rw [hform, MeasureTheory.integral_finsetSum _ fun i _ => hrow i]
  refine Finset.sum_congr rfl fun i _ => ?_
  rw [MeasureTheory.integral_finsetSum _ fun j _ => hint i j]
  refine Finset.sum_congr rfl fun j _ => ?_
  rw [integral_const_mul]
  rfl
```

## (h) Strict positivity

> For positive, pairwise distinct exponents show that $c^{\mathsf T}Sc>0$ whenever $c\neq0$.

By (g), $c^{\mathsf T}Sc=\int f^2\,dx\ge0$. Suppose the integral is zero. If $f(x_0)^2>0$ at some point $x_0$, continuity gives an interval of length $\delta>0$ around $x_0$ on which $f^2\ge f(x_0)^2/2$, and then $\int f^2\,dx\ge\delta f(x_0)^2/2>0$, a contradiction. So $f$ vanishes everywhere, in particular at the points $\sqrt{k}$, and (b) gives $c=0$.

The statement concerns one-dimensional primitives without prefactor; overlaps of the functions in (d) are not treated. It gives a strict inequality and no lower bound on $c^{\mathsf T}Sc$ in terms of the spacing of the exponents. Lean splits the interval argument in two: `integral_eq_zero_iff_of_nonneg` gives $f^2=0$ almost everywhere (`hae`), and `Continuous.ae_eq_iff_eq` with `hcont` upgrades this to every point (`hzero`). Then `mul_self_eq_zero` passes from $f^2$ to $f$ at the samples.

```lean
/-- For positive, pairwise distinct exponents the overlap quadratic form `cᵀ S c` is strictly
positive for every nonzero coefficient vector `c`. -/
theorem overlap_form_pos (a : Fin n → ℝ) (hpos : ∀ i, 0 < a i) (ha : Function.Injective a)
    (c : Fin n → ℝ) (hc : c ≠ 0) : 0 < c ⬝ᵥ overlap a *ᵥ c := by
  obtain ⟨hint, hval⟩ := overlap_quadratic_form a hpos c
  have hnn : (0 : ℝ → ℝ) ≤ fun x => contraction c a x * contraction c a x :=
    fun x => mul_self_nonneg _
  rw [← hval]
  refine lt_of_le_of_ne (integral_nonneg hnn) fun h0 => hc ?_
  -- zero integral of a continuous nonnegative function forces it to vanish everywhere
  have hae := (integral_eq_zero_iff_of_nonneg hnn hint).mp h0.symm
  have hcont : Continuous fun x => contraction c a x * contraction c a x := by
    unfold contraction gaussian
    fun_prop
  have hzero := (Continuous.ae_eq_iff_eq volume hcont continuous_zero).mp hae
  exact coeff_eq_zero_of_samples a ha c fun k => mul_self_eq_zero.mp (congrFun hzero _)

end

end GaussianIndependence
```

```lean
#print axioms GaussianIndependence.gaussian_linearIndependent_iff
#print axioms GaussianIndependence.primitive_linearIndependent
#print axioms GaussianIndependence.overlap_form_pos
```

```
'GaussianIndependence.gaussian_linearIndependent_iff' depends on axioms: [propext, Classical.choice, Quot.sound]
'GaussianIndependence.primitive_linearIndependent' depends on axioms: [propext, Classical.choice, Quot.sound]
'GaussianIndependence.overlap_form_pos' depends on axioms: [propext, Classical.choice, Quot.sound]
```

## Small eigenvalues in a floating-point calculation

What follows is ordinary algebra and numerical practice built on (f) and (h), and no theorem above states it. A program that uses Gaussian basis sets typically fills the overlap matrix from closed formulas and usually normalises the primitives. In the present one-dimensional, one-centre model the normalised entries are
$$\tilde S_{ij}=\frac{S_{ij}}{\sqrt{S_{ii}S_{jj}}}=\sqrt{\frac{2\sqrt{a_ia_j}}{a_i+a_j}} .$$
Many such programs then solve a generalised eigenvalue problem $HC=\tilde SC\varepsilon$, with $H$ the Hamiltonian or Fock matrix, $C$ the matrix of orbital coefficients and $\varepsilon$ the diagonal matrix of energies. One way to do this is to orthogonalise the basis first, for example through a Cholesky factorisation of $\tilde S$ or through $\tilde S^{-1/2}$. The matrix $\tilde S$ is symmetric by its definition. For positive, pairwise distinct exponents, (h) applied to the rescaled coefficients $c_i/\sqrt{S_{ii}}$ gives $c^{\mathsf T}\tilde Sc>0$ for every $c\neq0$. All eigenvalues of $\tilde S$ are then positive, so in exact arithmetic both constructions exist.

The eigenvalues can still be very small. For $n=2$ they are $1\pm\tilde S_{01}$. With $a_0=1$ and $a_1=4$, $\tilde S_{01}=\sqrt{4/5}\approx0.894$ and the smaller eigenvalue is about $0.106$. With $a_1=(1+\eta)a_0$ and small $\eta$ it is $\eta^2/16$ to leading order, and it sinks below rounding error as the exponents approach each other. A common remedy is to diagonalise $\tilde S$ and discard eigenvectors whose eigenvalue lies below a chosen threshold. For concentric Gaussians on the line with distinct positive exponents, a direction removed in this way is nearly redundant and not exactly so.
